# Without hyperfine structure, the 2S₁/₂ (m = −1/2) and 2P₁/₂ (m = 1/2) levels cross once, at a magnetic energy between 3/4 and 5/6 of the Lamb shift

## Two levels that approach each other

In hydrogen without a field, the 2S₁/₂ level lies above 2P₁/₂ by the Lamb shift $L$. In a magnetic field the S state with $m=-1/2$ falls and the P state with $m=1/2$ rises, so the gap closes. Where the two levels meet, even a weak electric field perpendicular to the magnetic one mixes the metastable S state with the short-lived P state. At which field does this happen?

Let $D$ be the fine-structure splitting between 2P₁/₂ and 2P₃/₂, and let $b$ be the Bohr magneton times the field. Energies are measured from the zero-field 2P₁/₂ level. With spin $g$-factor 2, the S level is $L-b$. The P level is the lower eigenvalue of the $m=1/2$ block, which mixes 2P₁/₂ and 2P₃/₂:

$$e(b)=\tfrac12\bigl(D+b-s(b)\bigr),\qquad s(b)=\sqrt{b^2+\tfrac23Db+D^2}.$$

## The crossing theorem

For $0<L<D$ there is exactly one $b>0$ with $e(b)=L-b$. It satisfies

$$2b^2+\bigl(\tfrac43D-3L\bigr)b=L(D-L),\qquad \tfrac34L<b<\tfrac56L.$$

In the Lean file, `pLevel D b` is $e(b)$ and `sLevel L b` is $L-b$. All quantities are real numbers in one common energy or frequency unit. The theorem `unique_level_crossing` has two parts: `∃!` states that there is one and only one positive crossing, and the second part gives the quadratic and the bounds for every positive crossing. The hypotheses `0 < L` and `L < D` say that the S level starts between the two P levels.

Both level formulas enter as definitions; the diagonalisation behind $e(b)$ is not carried out in the file. The model leaves out hyperfine structure, the diamagnetic term and electric fields.

## One crossing at most

Since $s^2=(b+D/3)^2+8D^2/9$, we have $s(b)>b+D/3$. For $c=b+\delta$ with $\delta>0$,

$$\bigl(s(b)+\delta\bigr)^2-s(c)^2=2\delta\bigl(s(b)-b-\tfrac D3\bigr)>0.$$

Hence $s$ grows by less than $\delta$, and $e$ rises strictly. The S level falls strictly, so P lies below S before a crossing and above it afterwards. A second crossing is impossible.

## From the square root to the quadratic

The condition $e(b)=L-b$ is the same as $s(b)=D+3b-2L$. Squaring gives

$$b^2+\tfrac23Db+D^2=(D+3b-2L)^2,$$

and expanding and dividing by 4 gives the quadratic. Squaring loses a sign: $s(b)=-(D+3b-2L)$ would describe a crossing with the upper $m=1/2$ level. To return, we need $D+3b-2L\ge0$, and this follows from the lower bound on $b$.

## Bounds on the root

Let $q(x)=2x^2+(\tfrac43D-3L)x-L(D-L)$, and let $b>0$ be a root. Then $b\,(2b+\tfrac43D-3L)=L(D-L)>0$, so the bracket is positive. For $x>0$,

$$q(b)-q(x)=(b-x)\bigl(2b+\tfrac43D-3L+2x\bigr),$$

where the last factor is positive. So $b-x$ has the sign of $-q(x)$. Direct substitution gives

$$q(\tfrac34L)=-\tfrac18L^2<0,\qquad q(\tfrac56L)=\tfrac19L(D-L)>0,$$

which places $b$ between the two values. In particular $D+3b-2L>D+L/4>0$, so every positive root is a true crossing. Such a root exists:

$$b=\tfrac14\Bigl(3L-\tfrac43D+\sqrt{(3L-\tfrac43D)^2+8L(D-L)}\Bigr).$$

It is positive because the square root exceeds $|3L-\tfrac43D|$.

## Why 3/4 and 5/6

The lower bound is the linear Zeeman estimate: for weak fields $e(b)\approx b/3$, and $b/3=L-b$ gives $b=3L/4$.

The upper bound is the limit $L\to D$, in which the positive root of the quadratic tends to $5L/6$. As fixed multiples of $L$ that hold for all $0<L<D$, neither bound can be improved. Putting $b=rL$ into the quadratic and dividing by $L$ gives

$$L=\frac{D(4r-3)}{3(2r-1)(1-r)}.$$

For $3/4<r<5/6$ this is positive. It is below $D$ because $4r-3<3(2r-1)(1-r)$ reduces to $r(6r-5)<0$. Every ratio in the open interval therefore occurs.

As a numerical example, take $L=1058$ and $D=10969$, both in MHz. The crossing then lies between 803 and 804 MHz.

## The Lean file

```lean
import Mathlib

namespace LambShiftLevelCrossing

noncomputable section

/-- Energy of the 2P1/2, m = 1/2 level with fine-structure splitting `D` at magnetic energy `b`
(Bohr magneton times field), measured from the zero-field 2P1/2 level. -/
def pLevel (D b : ℝ) : ℝ := (D + b - Real.sqrt (b ^ 2 + 2 * D * b / 3 + D ^ 2)) / 2

/-- Energy of the 2S1/2, m = -1/2 level, which lies at the Lamb shift `L` in zero field. -/
def sLevel (L b : ℝ) : ℝ := L - b

/-- The closed formula for the magnetic energy at the crossing, for `0 < L < D`. -/
def crossingField (L D : ℝ) : ℝ :=
  (3 * L - 4 * D / 3 + Real.sqrt ((3 * L - 4 * D / 3) ^ 2 + 8 * (L * (D - L)))) / 4

/-- For positive fine-structure splitting the 2P1/2, m = 1/2 level rises strictly with `b`. -/
theorem pLevel_strictMono {D : ℝ} (hD : 0 < D) : StrictMono (pLevel D) := by
  intro b c hbc
  have hR : 0 ≤ b ^ 2 + 2 * D * b / 3 + D ^ 2 := by
    nlinarith [sq_nonneg (b + D / 3), sq_nonneg D]
  have hs := Real.sq_sqrt hR
  have hs0 := Real.sqrt_nonneg (b ^ 2 + 2 * D * b / 3 + D ^ 2)
  -- the square root exceeds b + D/3, so its slope is below one
  have h1 : b + D / 3 < Real.sqrt (b ^ 2 + 2 * D * b / 3 + D ^ 2) := by
    apply Real.lt_sqrt_of_sq_lt
    nlinarith [pow_pos hD 2]
  have h2 : Real.sqrt (c ^ 2 + 2 * D * c / 3 + D ^ 2)
      < Real.sqrt (b ^ 2 + 2 * D * b / 3 + D ^ 2) + (c - b) := by
    rw [Real.sqrt_lt' (by linarith)]
    nlinarith [mul_pos (sub_pos.mpr hbc) (sub_pos.mpr h1)]
  unfold pLevel
  linarith

/-- If the two levels cross at `b` and `D > 0`, then the P level lies below the S level
exactly at the values of the magnetic energy smaller than `b`. -/
theorem level_order {L D b : ℝ} (hD : 0 < D) (h : pLevel D b = sLevel L b) (c : ℝ) :
    pLevel D c < sLevel L c ↔ c < b := by
  unfold sLevel at *
  constructor
  · intro hc
    by_contra hn
    have := (pLevel_strictMono hD).monotone (not_lt.mp hn)
    linarith [not_lt.mp hn]
  · intro hc
    have := pLevel_strictMono hD hc
    linarith

/-- For `0 < L < D`, a positive root of the crossing quadratic lies between
`3L/4` and `5L/6`. -/
theorem root_bounds {L D b : ℝ} (hL : 0 < L) (hLD : L < D) (hb : 0 < b)
    (hq : 2 * b ^ 2 + (4 * D / 3 - 3 * L) * b = L * (D - L)) :
    3 * L / 4 < b ∧ b < 5 * L / 6 := by
  have hK : 0 < L * (D - L) := mul_pos hL (sub_pos.mpr hLD)
  have hp : 0 < 2 * b + 4 * D / 3 - 3 * L := by
    apply pos_of_mul_pos_right (a := b) _ hb.le
    have e : b * (2 * b + 4 * D / 3 - 3 * L) = L * (D - L) := by
      linear_combination hq
    rw [e]
    exact hK
  -- compare the quadratic at b with its values at the two proposed bounds
  constructor
  · by_contra hn
    have h1 : 0 ≤ (3 * L / 4 - b) * (2 * b + 4 * D / 3 - 3 * L + 3 * L / 2) :=
      mul_nonneg (by linarith) (by linarith)
    have e : (3 * L / 4 - b) * (2 * b + 4 * D / 3 - 3 * L + 3 * L / 2) = -(L ^ 2 / 8) := by
      linear_combination -hq
    linarith [pow_pos hL 2]
  · by_contra hn
    have h1 : 0 ≤ (b - 5 * L / 6) * (2 * b + 4 * D / 3 - 3 * L + 5 * L / 3) :=
      mul_nonneg (by linarith) (by linarith)
    have e : (b - 5 * L / 6) * (2 * b + 4 * D / 3 - 3 * L + 5 * L / 3)
        = -(L * (D - L) / 9) := by
      linear_combination hq
    linarith

/-- For `0 < L < D` and `b > 0`, the levels cross at `b` exactly when `b` solves the
quadratic equation obtained by squaring. -/
theorem crossing_iff_quadratic {L D b : ℝ} (hL : 0 < L) (hLD : L < D) (hb : 0 < b) :
    pLevel D b = sLevel L b ↔
      2 * b ^ 2 + (4 * D / 3 - 3 * L) * b = L * (D - L) := by
  have hD : 0 < D := hL.trans hLD
  unfold pLevel sLevel
  constructor
  · intro h
    have hs := Real.sq_sqrt (show 0 ≤ b ^ 2 + 2 * D * b / 3 + D ^ 2 by positivity)
    have e : Real.sqrt (b ^ 2 + 2 * D * b / 3 + D ^ 2) = D + 3 * b - 2 * L := by linarith
    rw [e] at hs
    linear_combination hs / 4
  · intro hq
    -- the lower bound on b selects the correct sign of the square root
    have hlow := (root_bounds hL hLD hb hq).1
    have e : b ^ 2 + 2 * D * b / 3 + D ^ 2 = (D + 3 * b - 2 * L) ^ 2 := by
      linear_combination (-4) * hq
    rw [e, Real.sqrt_sq (by linarith)]
    ring

/-- For `0 < L < D` the closed formula gives a positive magnetic energy at which the
two levels cross. -/
theorem crossingField_spec {L D : ℝ} (hL : 0 < L) (hLD : L < D) :
    0 < crossingField L D ∧
      pLevel D (crossingField L D) = sLevel L (crossingField L D) := by
  have hK : 0 < L * (D - L) := mul_pos hL (sub_pos.mpr hLD)
  have hs := Real.sq_sqrt
    (show 0 ≤ (3 * L - 4 * D / 3) ^ 2 + 8 * (L * (D - L)) by positivity)
  have hlt : -(3 * L - 4 * D / 3)
      < Real.sqrt ((3 * L - 4 * D / 3) ^ 2 + 8 * (L * (D - L))) := by
    apply Real.lt_sqrt_of_sq_lt
    rw [neg_sq]
    linarith
  have hpos : 0 < crossingField L D := by
    unfold crossingField
    linarith
  refine ⟨hpos, (crossing_iff_quadratic hL hLD hpos).mpr ?_⟩
  unfold crossingField
  linear_combination hs / 8

/-- For `0 < L < D` the 2P1/2, m = 1/2 and 2S1/2, m = -1/2 levels cross at exactly one `b > 0`;
it solves the stated quadratic and lies between `3L/4` and `5L/6`. -/
theorem unique_level_crossing {L D : ℝ} (hL : 0 < L) (hLD : L < D) :
    (∃! b : ℝ, 0 < b ∧ pLevel D b = sLevel L b) ∧
      ∀ b : ℝ, 0 < b → pLevel D b = sLevel L b →
        2 * b ^ 2 + (4 * D / 3 - 3 * L) * b = L * (D - L) ∧
          3 * L / 4 < b ∧ b < 5 * L / 6 := by
  have hD : 0 < D := hL.trans hLD
  constructor
  · refine ⟨crossingField L D, crossingField_spec hL hLD, ?_⟩
    rintro c ⟨_, hc⟩
    have hB := (crossingField_spec hL hLD).2
    -- neither crossing can precede the other
    apply le_antisymm
    · exact not_lt.mp fun h => ((level_order hD hc _).mpr h).ne hB
    · exact not_lt.mp fun h => ((level_order hD hB _).mpr h).ne hc
  · intro b hb h
    have hq := (crossing_iff_quadratic hL hLD hb).mp h
    exact ⟨hq, root_bounds hL hLD hb hq⟩

/-- Both bounds are optimal: for `D > 0`, each ratio `r` strictly between 3/4 and 5/6 is the
ratio of crossing energy to Lamb shift for some `L` with `0 < L < D`. -/
theorem bounds_optimal {D r : ℝ} (hD : 0 < D) (h1 : 3 / 4 < r) (h2 : r < 5 / 6) :
    ∃ L : ℝ, 0 < L ∧ L < D ∧ pLevel D (r * L) = sLevel L (r * L) := by
  have hq : 0 < 3 * (2 * r - 1) * (1 - r) :=
    mul_pos (by linarith) (by linarith)
  obtain ⟨L, hLdef⟩ : ∃ L : ℝ, L = D * (4 * r - 3) / (3 * (2 * r - 1) * (1 - r)) := ⟨_, rfl⟩
  have hL : 0 < L := by
    rw [hLdef]
    exact div_pos (mul_pos hD (by linarith)) hq
  have hLD : L < D := by
    rw [hLdef, div_lt_iff₀ hq]
    apply mul_lt_mul_of_pos_left _ hD
    nlinarith
  have e : L * (3 * (2 * r - 1) * (1 - r)) = D * (4 * r - 3) := by
    rw [hLdef]
    exact div_mul_cancel₀ _ hq.ne'
  refine ⟨L, hL, hLD, ?_⟩
  rw [crossing_iff_quadratic hL hLD (mul_pos (by linarith) hL)]
  linear_combination (-L / 3) * e

/-- For the sample inputs `L = 1058` and `D = 10969` (in MHz), every crossing at positive `b` lies
between 803 and 804 MHz. -/
theorem hydrogen_crossing {b : ℝ} (hb : 0 < b) (h : pLevel 10969 b = sLevel 1058 b) :
    803 < b ∧ b < 804 := by
  have hq := (crossing_iff_quadratic (by norm_num) (by norm_num) hb).mp h
  constructor
  · by_contra hn
    nlinarith [mul_nonneg hb.le (sub_nonneg.mpr (not_lt.mp hn))]
  · by_contra hn
    nlinarith [mul_nonneg hb.le (sub_nonneg.mpr (not_lt.mp hn))]

end

end LambShiftLevelCrossing
```

```lean
#print axioms LambShiftLevelCrossing.unique_level_crossing
-- 'LambShiftLevelCrossing.unique_level_crossing' depends on axioms: [propext, Classical.choice, Quot.sound]
#print axioms LambShiftLevelCrossing.bounds_optimal
-- 'LambShiftLevelCrossing.bounds_optimal' depends on axioms: [propext, Classical.choice, Quot.sound]
#print axioms LambShiftLevelCrossing.hydrogen_crossing
-- 'LambShiftLevelCrossing.hydrogen_crossing' depends on axioms: [propext, Classical.choice, Quot.sound]
```

## The proof in Lean

`pLevel_strictMono` compares $s(b)$ and $s(c)$ without derivatives. The tactic `nlinarith` receives the product of $c-b$ and $s(b)-b-D/3$, which is the positive quantity in the computation above. `level_order` turns monotonicity into the ordering of the levels on either side of a crossing.

`root_bounds` argues by contradiction. If $b$ were outside a bound, a product of two nonnegative factors would equal $-L^2/8$ or $-L(D-L)/9$. `crossing_iff_quadratic` then uses the lower bound to undo the squaring, and `crossingField_spec` checks the explicit root. In `unique_level_crossing`, two crossings are compared through `level_order`: if one came first, the levels there would be strictly ordered and not equal.

`bounds_optimal` constructs $L$ from $r$ by the formula above, and `hydrogen_crossing` inserts the numbers into the quadratic.

## A closer look at `linear_combination`

The passage between the square root and the quadratic rests on one polynomial identity, used in both directions. The tactic `linear_combination` proves an equation from known equations once the user supplies the coefficients; it moves everything to one side and checks that the result vanishes by ring algebra.

In `crossing_iff_quadratic`, the forward direction ends with `linear_combination hs / 4`, where `hs` is by then the squared crossing condition. This is the division by 4 in the derivation. The reverse direction uses `(-4) * hq` to recover the perfect square, with the minus sign because the sides are exchanged.

In this file the tactic is used only for equations, and the squared equation does not record the sign of $D+3b-2L$. The sign enters through `Real.sqrt_sq`, which replaces $\sqrt{x^2}$ by $x$ when given a proof of $x\ge0$. Here $x=D+3b-2L$, and the proof comes from $b>3L/4$.
